# Phases on the hops of a nonnegative kernel never increase the modulus of its path-integral trace

## Two ways around a triangle

Put one particle on a ring of three sites, numbered 0, 1, 2. Every hop between different sites has weight 1, and staying put has weight 0. A magnetic flux through the ring gives each hop $0\to1\to2\to0$ a factor $e^{i\varphi}$ and each reverse hop a factor $e^{-i\varphi}$.

A closed path of three hops must go around the triangle. There are three starting sites and two orientations, so there are six such paths. Without flux each contributes 1, and the sum is 6. With flux three of them contribute $e^{3i\varphi}$ and three contribute $e^{-3i\varphi}$, so the sum is
$$3e^{3i\varphi}+3e^{-3i\varphi}=6\cos 3\varphi .$$
The flux has not changed the size of any contribution. It has only turned the contributions in the complex plane, and numbers that point in different directions add up to less.

## The bound for any finite kernel

Let $S$ be a finite set of sites and $K$ a real matrix on $S$ with $K_{ij}\ge 0$. Let $\theta$ be any real matrix, and set $M_{ij}=K_{ij}e^{i\theta_{ij}}$. For every number $P$ of imaginary-time slices,
$$|\operatorname{tr}M^P|\le \operatorname{tr}K^P .$$

**Traces as sums over loops.** Write $P=p+1$. A ring polymer is a list of beads $x=(x_0,\dots,x_p)$ in $S$, with weight
$$w_M(x)=\Big(\prod_{k=0}^{p-1}M_{x_kx_{k+1}}\Big)M_{x_px_0}.$$
We first sum over open paths. For any function $f$ of the two end points,
$$\sum_{x_0,\dots,x_p}\Big(\prod_{k=0}^{p-1}M_{x_kx_{k+1}}\Big)f(x_0,x_p)=\sum_{i,j}(M^p)_{ij}f(i,j).$$
For $p=0$ there is one bead and $M^0$ is the identity, so both sides are $\sum_i f(i,i)$. A path with one more link is a first site $a$ followed by a path with $p$ links. The formula for $p$, applied to the function $(i,j)\mapsto M_{ai}f(a,j)$, gives
$$\sum_a\sum_{i,j}M_{ai}(M^p)_{ij}f(a,j)=\sum_{a,j}(M^{p+1})_{aj}f(a,j).$$
Choosing $f(i,j)=M_{ji}$ closes the path, and $\operatorname{tr}M^{p+1}=\sum_x w_M(x)$.

**One phase per loop.** The exponentials along a loop multiply, so $w_M(x)=w_K(x)e^{i\Phi(x)}$ with
$$\Phi(x)=\sum_{k=0}^{p-1}\theta_{x_kx_{k+1}}+\theta_{x_px_0}.$$

**Triangle inequality.** Since $w_K(x)\ge0$,
$$|\operatorname{tr}M^P|\le\sum_x w_K(x)\,|e^{i\Phi(x)}|=\sum_x w_K(x)=\operatorname{tr}K^P .$$
For $P=0$ both traces equal the number of sites.

**When nothing changes.** Suppose $P\ge1$ and $\operatorname{tr}M^P=\operatorname{tr}K^P$. Taking real parts gives $\sum_x w_K(x)\,(1-\cos\Phi(x))=0$. No term is negative, so each is zero, and $\Phi(x)\in2\pi\mathbb Z$ on every loop of nonzero weight. Conversely, if that holds, each such loop has phase factor 1 and the traces agree. This characterises equality of the traces themselves, not of their moduli: the triangle at $\varphi=\pi/3$ has trace $-6$.

**Free energy.** Suppose $\operatorname{tr}M^P=Z$ is a positive real number, and let $\beta>0$ be the inverse temperature. Then $Z\le\operatorname{tr}K^P$, the logarithm is increasing, and
$$-\tfrac1\beta\log\operatorname{tr}K^P\le-\tfrac1\beta\log Z .$$

## Twenty-seven loops and an average phase

In a lattice calculation with $H_{ij}=-t$ on each bond, $t>0$, and no site energies, a simple short-time kernel is $K=1-\epsilon H$ with $\epsilon=\beta/P$. It has $K_{ii}=1$ and $K_{ij}=\epsilon t$ on each bond. Take the triangle with $P=3$ and $\beta t=3/2$, so that $\epsilon t=1/2$. There are $3^3=27$ ring polymers:

- 3 stay on one site, with weight 1 each;
- 18 visit exactly two sites, with weight $1/4$ each;
- 6 go around the triangle, with weight $1/8$ each.

Hence $\operatorname{tr}K^3=3+4.5+0.75=8.25$. At $\varphi=\pi/3$ the first two groups have total phase zero, while each triangle acquires the factor $-1$, so $\operatorname{tr}M^3=7.5-0.75=6.75$. The three-slice free energy rises by $\log(8.25/6.75)/\beta\approx0.20/\beta$, which is about $0.13\,t$. Three slices show how the loops are counted, but they are too few for an accurate value. The exact energy levels are $-2t,t,t$ without flux and $-t,-t,2t$ with it, and with $\operatorname{tr}e^{-\beta H}$ the rise is about $0.55\,t$.

A path-integral Monte Carlo run for this model can draw loops with probability $w_K(x)/\operatorname{tr}K^P$ and record $e^{i\Phi(x)}$. The mean of the recorded factor estimates $\operatorname{tr}M^P/\operatorname{tr}K^P$, here $9/11$. For one particle on a finite lattice with a nonnegative kernel, the bound says that this mean phase factor has modulus at most 1.

## Loops, phases and free energy in Lean

```lean
import Mathlib

open Finset

namespace RingPolymerPhases

noncomputable section

variable {S : Type*} [Fintype S] [DecidableEq S] {R : Type*} [CommRing R]
```

The finite type `S` is the set of sites. The ring `R` lets the same path expansion serve the real kernel $K$ and the complex kernel $M$.

```lean
/-- The weight of a ring polymer with `p + 1` beads `x`: the product of the kernel `M` over
all links, including the one that closes the ring. -/
def loopWeight {S R : Type*} [CommRing R] {p : ℕ} (M : Matrix S S R) (x : Fin (p + 1) → S) : R :=
  (∏ k : Fin p, M (x k.castSucc) (x k.succ)) * M (x (Fin.last p)) (x 0)
```

This is $w_M(x)$. A ring polymer is a function `x : Fin (p + 1) → S`, so there is always at least one bead. For `k : Fin p`, the expressions `k.castSucc` and `k.succ` are the bead numbers $k$ and $k+1$. When $p=0$ the product is empty and the weight is the diagonal entry $M_{x_0x_0}$.

```lean
/-- The total phase collected along the closed path `x`. -/
def loopPhase {S : Type*} {p : ℕ} (θ : Matrix S S ℝ) (x : Fin (p + 1) → S) : ℝ :=
  (∑ k : Fin p, θ (x k.castSucc) (x k.succ)) + θ (x (Fin.last p)) (x 0)
```

This is $\Phi(x)$, with the links arranged as in the weight.

```lean
/-- The kernel `K` with a phase `θ i j` attached to each hop: `K i j * exp (θ i j * I)`, where `I`
is the imaginary unit. -/
def withPhases {S : Type*} (K θ : Matrix S S ℝ) : Matrix S S ℂ :=
  Matrix.of fun i j => (K i j : ℂ) * Complex.exp ((θ i j : ℂ) * Complex.I)
```

This is $M$. Nothing forces $\theta_{ji}=-\theta_{ij}$, the relation that holds for magnetic phases. If it holds and $K$ is symmetric, $M$ is Hermitian.

```lean
/-- The free energy `-log Z / β` of a partition function `Z > 0` at inverse temperature
`β > 0`. -/
def freeEnergy (β Z : ℝ) : ℝ := -Real.log Z / β
```

Here `β` and `Z` are independent real numbers. In an application the kernel depends on temperature through $\beta/P$, but the definition does not record this.

## From matrix powers to ring polymers

```lean
/-- Sum, over all open paths of `p` links, the product of `M` along the path times a function `f` of
the two end points. The result is the sum of all matrix elements of `M ^ p`, each multiplied by the
corresponding value of `f`. -/
theorem sum_open_paths (M : Matrix S S R) (p : ℕ) (f : S → S → R) :
    ∑ x : Fin (p + 1) → S,
      (∏ k : Fin p, M (x k.castSucc) (x k.succ)) * f (x 0) (x (Fin.last p))
      = ∑ i, ∑ j, (M ^ p) i j * f i j := by
  -- split off the first bead of a path
  have hcons : ∀ (q : ℕ) (g : (Fin (q + 1) → S) → R),
      ∑ x, g x = ∑ a : S, ∑ y : Fin q → S, g (Fin.cons a y) := by
    intro q g
    rw [← (Fin.consEquiv (fun _ : Fin (q + 1) => S)).sum_comp, Fintype.sum_prod_type]
    rfl
  induction p generalizing f with
  | zero =>
    rw [hcons]
    simp [Matrix.one_apply]
  | succ p ih =>
    rw [hcons]
    calc _ = ∑ a : S, ∑ y : Fin (p + 1) → S,
          (∏ k : Fin p, M (y k.castSucc) (y k.succ)) *
            (M a (y 0) * f a (y (Fin.last p))) := by
          refine sum_congr rfl fun a _ => sum_congr rfl fun y _ => ?_
          rw [Fin.prod_univ_succ]
          change (M a (y 0) * ∏ k : Fin p, M (y k.castSucc) (y k.succ)) *
            f a (y (Fin.last p)) = _
          ring
      _ = ∑ a : S, ∑ i, ∑ j, (M ^ p) i j * (M a i * f a j) :=
          sum_congr rfl fun a _ => ih (fun i j => M a i * f a j)
      _ = _ := by
          refine sum_congr rfl fun a _ => ?_
          rw [sum_comm]
          refine sum_congr rfl fun j _ => ?_
          rw [pow_succ', Matrix.mul_apply, sum_mul]
          exact sum_congr rfl fun i _ => by ring
```

The auxiliary statement `hcons` splits off the first bead. The induction keeps `f` general, because the step applies the hypothesis to a different function, `fun i j => M a i * f a j`. The last block recognises the sum over `i` as a matrix product, through `pow_succ'`, which reads $M^{p+1}=M\,M^p$.

```lean
/-- The trace of the `(p + 1)`-th power of a kernel is the sum of the weights of all ring
polymers with `p + 1` beads. -/
theorem trace_pow_eq_sum_loops (M : Matrix S S R) (p : ℕ) :
    (M ^ (p + 1)).trace = ∑ x : Fin (p + 1) → S, loopWeight M x := by
  have h := sum_open_paths M p (fun i j => M j i)
  rw [pow_succ]
  simp only [Matrix.trace, Matrix.diag_apply, Matrix.mul_apply, loopWeight]
  exact h.symm
```

With `f` chosen as `fun i j => M j i`, the open path closes into a ring.

```lean
omit [Fintype S] [DecidableEq S] in
/-- Phases on the hops multiply the weight of a ring polymer by one phase factor, that of the
whole loop. -/
theorem loopWeight_withPhases (K θ : Matrix S S ℝ) {p : ℕ} (x : Fin (p + 1) → S) :
    loopWeight (withPhases K θ) x
      = ((loopWeight K x : ℝ) : ℂ) * Complex.exp (((loopPhase θ x : ℝ) : ℂ) * Complex.I) := by
  simp only [loopWeight, loopPhase, withPhases, Matrix.of_apply, prod_mul_distrib]
  push_cast
  rw [add_mul, sum_mul, Complex.exp_add, Complex.exp_sum]
  ring
```

This is $w_M(x)=w_K(x)e^{i\Phi(x)}$. `Complex.exp_add` and `Complex.exp_sum` turn the exponential of the summed phase into the product of the link factors.

```lean
omit [Fintype S] [DecidableEq S] in
/-- A kernel with nonnegative entries gives every ring polymer a nonnegative weight. -/
theorem loopWeight_nonneg {K : Matrix S S ℝ} (hK : ∀ i j, 0 ≤ K i j) {p : ℕ}
    (x : Fin (p + 1) → S) : 0 ≤ loopWeight K x :=
  mul_nonneg (prod_nonneg fun _ _ => hK _ _) (hK _ _)
```

The hypothesis `hK` says that every entry of $K$ is nonnegative. Physically, the loop weights of the phase-free system can then serve as unnormalised probabilities. For $K=1-\epsilon H$ with $\epsilon>0$, the hypothesis `hK` requires hopping terms in $H$ that are zero or negative and a time step small enough to keep the diagonal nonnegative.

## The inequality and its equality case

```lean
/-- For a kernel with nonnegative entries, phases on the hops never increase the modulus of
the path-integral partition function with `P` time slices. -/
theorem norm_trace_pow_le {K : Matrix S S ℝ} (hK : ∀ i j, 0 ≤ K i j) (θ : Matrix S S ℝ)
    (P : ℕ) : ‖(withPhases K θ ^ P).trace‖ ≤ (K ^ P).trace := by
  rcases P with _ | p
  · simp
  · rw [trace_pow_eq_sum_loops, trace_pow_eq_sum_loops]
    -- triangle inequality over ring polymers; each phase factor has modulus one
    refine (norm_sum_le _ _).trans (le_of_eq (sum_congr rfl fun x _ => ?_))
    rw [loopWeight_withPhases, norm_mul, Complex.norm_exp_ofReal_mul_I, mul_one,
      Complex.norm_real, Real.norm_of_nonneg (loopWeight_nonneg hK x)]
```

The theorem states $|\operatorname{tr}M^P|\le\operatorname{tr}K^P$ for every natural number `P`. The case `P = 0` is closed by `simp`. Otherwise both traces become loop sums, `norm_sum_le` is the triangle inequality, and the remaining rewrites replace $|w_K(x)e^{i\Phi(x)}|$ by $w_K(x)$.

```lean
/-- For a kernel with nonnegative entries, the phases leave the partition function with
`p + 1` time slices unchanged exactly when every ring polymer of nonzero weight collects a
total phase that is an integer multiple of `2π`. -/
theorem trace_pow_eq_iff {K : Matrix S S ℝ} (hK : ∀ i j, 0 ≤ K i j) (θ : Matrix S S ℝ)
    (p : ℕ) : (withPhases K θ ^ (p + 1)).trace = (((K ^ (p + 1)).trace : ℝ) : ℂ) ↔
      ∀ x : Fin (p + 1) → S, loopWeight K x ≠ 0 →
        ∃ m : ℤ, (m : ℝ) * (2 * Real.pi) = loopPhase θ x := by
  rw [trace_pow_eq_sum_loops, trace_pow_eq_sum_loops]
  simp only [loopWeight_withPhases]
  constructor
  · intro h x hx
    have h1 := congrArg Complex.re h
    rw [Complex.re_sum, Complex.ofReal_re] at h1
    simp only [Complex.re_ofReal_mul, Complex.exp_ofReal_mul_I_re] at h1
    -- a vanishing sum of nonnegative losses: each loss vanishes
    have h2 : ∑ y : Fin (p + 1) → S, loopWeight K y * (1 - Real.cos (loopPhase θ y)) = 0 := by
      simp only [mul_sub, mul_one, sum_sub_distrib]
      linarith
    have h3 := (sum_eq_zero_iff_of_nonneg (fun y _ => mul_nonneg (loopWeight_nonneg hK y)
      (sub_nonneg.2 (Real.cos_le_one _)))).1 h2 x (mem_univ x)
    have h4 := (mul_eq_zero.1 h3).resolve_left hx
    exact (Real.cos_eq_one_iff _).1 (by linarith)
  · intro h
    rw [Complex.ofReal_sum]
    refine sum_congr rfl fun x _ => ?_
    by_cases hx : loopWeight K x = 0
    · simp [hx]
    · obtain ⟨m, hm⟩ := h x hx
      have he : Complex.exp ((loopPhase θ x : ℂ) * Complex.I) = 1 :=
        Complex.exp_eq_one_iff.2 ⟨m, by rw [← hm]; push_cast; ring⟩
      rw [he, mul_one]
```

The number of slices is written `p + 1`, so it is at least one. The left side of the equivalence compares the complex trace with the real trace regarded as a complex number, and the right side says that $\Phi(x)=2\pi m$ for some integer $m$ on each loop with $w_K(x)\neq0$.

In the forward direction, `h1` is the real part of the equation and `h2` is the vanishing sum of $w_K(x)(1-\cos\Phi(x))$. `sum_eq_zero_iff_of_nonneg` makes each term vanish, and `Real.cos_eq_one_iff` supplies the integer. In the converse direction, loops of zero weight contribute nothing to either side, and the others have phase factor 1.

## The free-energy comparison

```lean
/-- If the partition function with phases is a positive real number `Z`, and the kernel has
nonnegative entries, then the phases do not lower the free energy at any `β > 0`. -/
theorem freeEnergy_le {K : Matrix S S ℝ} (hK : ∀ i j, 0 ≤ K i j) (θ : Matrix S S ℝ) (P : ℕ)
    {β Z : ℝ} (hβ : 0 < β) (hZ : 0 < Z) (hM : (withPhases K θ ^ P).trace = (Z : ℂ)) :
    freeEnergy β (K ^ P).trace ≤ freeEnergy β Z := by
  have h := norm_trace_pow_le hK θ P
  rw [hM, Complex.norm_real, Real.norm_of_nonneg hZ.le] at h
  have hlog := Real.log_le_log hZ h
  unfold freeEnergy
  exact div_le_div_of_nonneg_right (neg_le_neg hlog) hβ.le
```

The hypotheses `hZ` and `hM` say that the trace with phases is a positive real number, as a partition function should be. They are assumed here. They do hold, for example, when $M$ is Hermitian and nonzero and $P$ is even and positive, because the trace is then a sum of even powers of real eigenvalues. The proof inserts `hM` into the norm bound, applies `Real.log_le_log`, reverses the inequality with the minus sign and divides by $\beta$.

The comparison concerns one particle on finitely many sites with a fixed number of slices. Exchange of identical particles does not enter, and passing to $\operatorname{tr}e^{-\beta H}$ as $P\to\infty$ would need a separate argument.

## The triangle as a strict case

```lean
/-- On a three-site ring with unit hopping and phase `φ` per bond, the partition function with
three time slices is `6 cos 3φ`, while without phases it is `6`. -/
theorem triangle_trace (φ : ℝ) :
    (withPhases !![0, 1, 1; 1, 0, 1; 1, 1, 0] !![0, φ, -φ; -φ, 0, φ; φ, -φ, 0] ^ 3).trace
        = ((6 * Real.cos (3 * φ) : ℝ) : ℂ) ∧
      ((!![0, 1, 1; 1, 0, 1; 1, 1, 0] : Matrix (Fin 3) (Fin 3) ℝ) ^ 3).trace = 6 := by
  constructor
  · have hM : withPhases !![0, 1, 1; 1, 0, 1; 1, 1, 0] !![0, φ, -φ; -φ, 0, φ; φ, -φ, 0]
        = !![0, Complex.exp (φ * Complex.I), Complex.exp (-(φ * Complex.I));
             Complex.exp (-(φ * Complex.I)), 0, Complex.exp (φ * Complex.I);
             Complex.exp (φ * Complex.I), Complex.exp (-(φ * Complex.I)), 0] := by
      ext i j
      fin_cases i <;> fin_cases j <;> simp [withPhases]
    -- only the two orientations of the triangle contribute
    have ht : ∀ u v : ℂ, ((!![0, u, v; v, 0, u; u, v, 0] : Matrix (Fin 3) (Fin 3) ℂ) ^ 3).trace
        = 3 * u ^ 3 + 3 * v ^ 3 := by
      intro u v
      simp [Matrix.trace_fin_three, pow_succ]
      ring
    have e1 : Complex.exp (φ * Complex.I) ^ 3 = Complex.exp (3 * φ * Complex.I) := by
      rw [← Complex.exp_nat_mul]
      congr 1
      push_cast
      ring
    have e2 : Complex.exp (-(φ * Complex.I)) ^ 3 = Complex.exp (-(3 * φ) * Complex.I) := by
      rw [← Complex.exp_nat_mul]
      congr 1
      push_cast
      ring
    rw [hM, ht, e1, e2]
    push_cast
    rw [Complex.cos]
    ring
  · simp [Matrix.trace_fin_three, pow_succ]
    norm_num

end

end RingPolymerPhases
```

The two statements are the opening computation: $6\cos3\varphi$ with flux and $6$ without. Here "partition function" means only the trace of the third power of the kernel. This kernel has a zero diagonal, so it is not the short-time kernel $1-\epsilon H$ of the lattice model above, and its trace is negative for some $\varphi$, which a thermal partition function $\operatorname{tr}e^{-\beta H}$ with Hermitian $H$ never is. In the proof, `hM` writes out the matrix with phases, and `ht` shows that for any complex numbers $u$ and $v$ in the two hopping directions the trace is $3u^3+3v^3$, one term for each orientation. Then `e1` and `e2` cube the exponentials, and unfolding `Complex.cos` gives the cosine. Whenever $|\cos3\varphi|<1$, the bound with $P=3$ is strict for this kernel.

```lean
#print axioms RingPolymerPhases.norm_trace_pow_le
#print axioms RingPolymerPhases.trace_pow_eq_iff
#print axioms RingPolymerPhases.freeEnergy_le
#print axioms RingPolymerPhases.triangle_trace
```

```
'RingPolymerPhases.norm_trace_pow_le' depends on axioms: [propext, Classical.choice, Quot.sound]
'RingPolymerPhases.trace_pow_eq_iff' depends on axioms: [propext, Classical.choice, Quot.sound]
'RingPolymerPhases.freeEnergy_le' depends on axioms: [propext, Classical.choice, Quot.sound]
'RingPolymerPhases.triangle_trace' depends on axioms: [propext, Classical.choice, Quot.sound]
```
